# A function of ±1 spins on finitely many sites is symmetric exactly when symmetry-related clusters have equal coefficients

Any real function of two spins \(\sigma_1,\sigma_2=\pm1\) has the form \(F=J_\emptyset+J_1\sigma_1+J_2\sigma_2+J_{12}\sigma_1\sigma_2\) with real coefficients \(J\), and exchanging the two sites leaves it unchanged exactly when \(J_1=J_2\). The single-site terms then combine into \(2\cdot J_1\cdot\tfrac12(\sigma_1+\sigma_2)\), which is orbit size times coefficient times orbit average, and the same holds for any group that permutes a finite set of sites.

```lean
import Mathlib

open Finset
open scoped Pointwise

namespace ClusterExpansionSymmetry


/-- A spin configuration: a value `+1` or `-1` on every site. -/
abbrev Config (X : Type*) := X → ℤˣ

/-- The cluster function of `S`: the product of the spins on the sites of `S`. -/
noncomputable def clusterFn {X : Type*} (S : Finset X) (σ : Config X) : ℝ :=
  ∏ i ∈ S, ((σ i : ℤ) : ℝ)

/-- The configuration obtained by carrying every spin along with the site permutation `g`. -/
def moveSpins {G X : Type*} [Group G] [MulAction G X] (g : G) (σ : Config X) : Config X :=
  fun x => σ (g⁻¹ • x)

/-- `F` takes the same value on a configuration and on all its images under `G`. -/
def IsInvariant (G : Type*) {X : Type*} [Group G] [MulAction G X] (F : Config X → ℝ) : Prop :=
  ∀ (g : G) (σ : Config X), F (moveSpins g σ) = F σ

variable {X : Type*} [Fintype X] [DecidableEq X]

/-- The cluster coefficient `J_S` of `F`: the average of `F` times the cluster function of `S`
over all configurations. -/
noncomputable def coefficient (F : Config X → ℝ) (S : Finset X) : ℝ :=
  (∑ σ : Config X, F σ * clusterFn S σ) / 2 ^ Fintype.card X

/-- Cluster functions of different clusters are orthogonal over the configurations. -/
theorem clusterFn_orthogonal (S T : Finset X) :
    ∑ σ : Config X, clusterFn S σ * clusterFn T σ
      = if S = T then (2 : ℝ) ^ Fintype.card X else 0 := by
  -- the sum over configurations factorises into single-site sums
  have key : ∏ i : X, ∑ s : ℤˣ, ((if i ∈ S then ((s : ℤ) : ℝ) else 1)
        * (if i ∈ T then ((s : ℤ) : ℝ) else 1))
      = ∑ σ : X → ℤˣ, ∏ i : X, ((if i ∈ S then ((σ i : ℤ) : ℝ) else 1)
        * (if i ∈ T then ((σ i : ℤ) : ℝ) else 1)) := by
    rw [Finset.prod_univ_sum, Fintype.piFinset_univ]
  have site : ∀ i : X, ∑ s : ℤˣ, ((if i ∈ S then ((s : ℤ) : ℝ) else 1)
        * (if i ∈ T then ((s : ℤ) : ℝ) else 1))
      = if (i ∈ S ↔ i ∈ T) then (2 : ℝ) else 0 := by
    intro i
    have hne : (1 : ℤˣ) ≠ -1 := by decide
    rw [UnitsInt.univ, Finset.sum_pair hne]
    simp only [Units.val_one, Units.val_neg, Int.cast_one, Int.cast_neg]
    by_cases hS : i ∈ S <;> by_cases hT : i ∈ T <;> norm_num [hS, hT]
  have split : ∑ σ : Config X, clusterFn S σ * clusterFn T σ
      = ∏ i : X, if (i ∈ S ↔ i ∈ T) then (2 : ℝ) else 0 := by
    refine Eq.trans ?_ (key.symm.trans (Finset.prod_congr rfl fun i _ => site i))
    refine Finset.sum_congr rfl fun σ _ => ?_
    rw [Finset.prod_mul_distrib]
    simp [clusterFn, Finset.prod_ite_mem]
  rw [split]
  by_cases h : S = T
  · subst h
    simp
  · obtain ⟨i, hi⟩ := not_forall.mp (fun hc => h (Finset.ext hc))
    rw [if_neg h]
    exact Finset.prod_eq_zero (Finset.mem_univ i) (if_neg hi)

/-- Cluster functions are complete: summed over all clusters, their products at two
configurations vanish unless the configurations coincide. -/
theorem clusterFn_complete (σ τ : Config X) :
    ∑ S : Finset X, clusterFn S σ * clusterFn S τ
      = if σ = τ then (2 : ℝ) ^ Fintype.card X else 0 := by
  have site : ∀ s t : ℤˣ, ((s : ℤ) : ℝ) * ((t : ℤ) : ℝ) + 1 = if s = t then 2 else 0 := by
    have hne : (1 : ℤˣ) ≠ -1 := by decide
    intro s t
    rcases Int.units_eq_one_or s with hs | hs <;> rcases Int.units_eq_one_or t with ht | ht <;>
      rw [hs, ht] <;> norm_num [hne, hne.symm]
  -- the sum over clusters is an expanded product over sites
  have split : ∑ S : Finset X, clusterFn S σ * clusterFn S τ
      = ∏ i : X, (((σ i : ℤ) : ℝ) * ((τ i : ℤ) : ℝ) + 1) := by
    rw [Finset.prod_add]
    simp [clusterFn, Finset.prod_mul_distrib]
  rw [split]
  refine (Finset.prod_congr rfl fun i _ => site (σ i) (τ i)).trans ?_
  by_cases h : σ = τ
  · subst h
    simp
  · obtain ⟨i, hi⟩ := not_forall.mp (fun hc => h (funext hc))
    rw [if_neg h]
    exact Finset.prod_eq_zero (Finset.mem_univ i) (if_neg hi)

/-- Every function of the spins is the sum of its cluster coefficients times the
cluster functions. -/
theorem cluster_expansion (F : Config X → ℝ) (σ : Config X) :
    F σ = ∑ S : Finset X, coefficient F S * clusterFn S σ := by
  unfold coefficient
  simp_rw [div_mul_eq_mul_div, ← Finset.sum_div, Finset.sum_mul]
  rw [Finset.sum_comm]
  simp_rw [mul_assoc, ← Finset.mul_sum, clusterFn_complete]
  simp

/-- The coefficients in a cluster expansion of `F` are determined by `F`. -/
theorem coefficient_unique (F : Config X → ℝ) (K : Finset X → ℝ)
    (hF : ∀ σ, F σ = ∑ S : Finset X, K S * clusterFn S σ) (S : Finset X) :
    coefficient F S = K S := by
  unfold coefficient
  simp_rw [hF, Finset.sum_mul]
  rw [Finset.sum_comm]
  simp_rw [mul_assoc, ← Finset.mul_sum, clusterFn_orthogonal]
  simp

variable (G : Type*) [Group G] [MulAction G X]

/-- Moving the spins by `g` replaces each coefficient `J_S` in the expansion by `J_(gS)`. -/
theorem expansion_moveSpins (F : Config X → ℝ) (g : G) (σ : Config X) :
    F (moveSpins g σ) = ∑ S : Finset X, coefficient F (g • S) * clusterFn S σ := by
  have move : ∀ S : Finset X, clusterFn (g • S) (moveSpins g σ) = clusterFn S σ := by
    intro S
    unfold clusterFn
    rw [Finset.smul_finset_def, Finset.prod_image]
    · simp [moveSpins]
    · intro x _ y _ h
      exact MulAction.injective g h
  -- relabel the clusters by `S ↦ gS`
  refine (cluster_expansion F (moveSpins g σ)).trans ?_
  refine (Equiv.sum_comp (MulAction.toPerm g)
    (fun S : Finset X => coefficient F S * clusterFn S (moveSpins g σ))).symm.trans ?_
  refine Finset.sum_congr rfl fun S _ => ?_
  rw [MulAction.toPerm_apply, move]

/-- A function of the spins is invariant under `G` if and only if symmetry-related clusters
have equal coefficients. -/
theorem invariant_iff_coefficient (F : Config X → ℝ) :
    IsInvariant G F ↔ ∀ (g : G) (S : Finset X), coefficient F (g • S) = coefficient F S := by
  constructor
  · intro h g S
    exact (coefficient_unique F (fun S => coefficient F (g • S))
      (fun σ => (h g σ).symm.trans (expansion_moveSpins G F g σ)) S).symm
  · intro h g σ
    rw [expansion_moveSpins G F g σ, cluster_expansion F σ]
    simp only [h]

/-- The orbits of clusters under the site permutations in `G`. -/
abbrev ClusterOrbit (G X : Type*) [DecidableEq X] [Group G] [MulAction G X] :=
  Quotient (MulAction.orbitRel G (Finset X))

noncomputable instance : Fintype (ClusterOrbit G X) := Fintype.ofFinite _

noncomputable instance : DecidableEq (ClusterOrbit G X) := Classical.decEq _

/-- The orbit to which the cluster `S` belongs. -/
def orbitOf (S : Finset X) : ClusterOrbit G X := Quotient.mk _ S

variable {G} in
/-- The clusters that make up the orbit `ω`. -/
noncomputable def members (ω : ClusterOrbit G X) : Finset (Finset X) :=
  Finset.univ.filter (fun S => orbitOf G S = ω)

variable {G} in
/-- The orbit-averaged cluster function: the mean of the cluster functions in `ω`. -/
noncomputable def orbitAverage (ω : ClusterOrbit G X) (σ : Config X) : ℝ :=
  (∑ S ∈ members ω, clusterFn S σ) / (members ω).card

/-- A cluster sum whose coefficients depend only on the orbit is a sum over orbits of
orbit size times coefficient times orbit-averaged cluster function. -/
theorem sum_by_orbits (c : ClusterOrbit G X → ℝ) (σ : Config X) :
    ∑ S : Finset X, c (orbitOf G S) * clusterFn S σ
      = ∑ ω : ClusterOrbit G X, (members ω).card * c ω * orbitAverage ω σ := by
  refine (Finset.sum_fiberwise Finset.univ (orbitOf G) _).symm.trans
    (Finset.sum_congr rfl fun ω _ => ?_)
  -- an orbit is never empty, so the average is a genuine one
  have hcard : ((members ω).card : ℝ) ≠ 0 := by
    obtain ⟨S, hS⟩ := Quotient.exists_rep ω
    have hmem : S ∈ members ω := Finset.mem_filter.mpr ⟨Finset.mem_univ _, hS⟩
    exact Nat.cast_ne_zero.mpr (Finset.card_ne_zero_of_mem hmem)
  calc _ = c ω * ∑ S ∈ members ω, clusterFn S σ := by
        rw [Finset.mul_sum]
        refine Finset.sum_congr rfl fun S hS => ?_
        have hS' : orbitOf G S = ω := (Finset.mem_filter.mp hS).2
        rw [hS']
    _ = _ := by
        unfold orbitAverage
        rw [← mul_div_assoc, eq_div_iff hcard]
        ring

/-- An invariant function is the sum over cluster orbits of orbit size times the coefficient of
any chosen representative times the orbit-averaged cluster function. -/
theorem invariant_orbit_expansion (F : Config X → ℝ) (hF : IsInvariant G F)
    (r : ClusterOrbit G X → Finset X) (hr : ∀ ω, orbitOf G (r ω) = ω) (σ : Config X) :
    F σ = ∑ ω : ClusterOrbit G X,
      (members ω).card * coefficient F (r ω) * orbitAverage ω σ := by
  refine (cluster_expansion F σ).trans
    (Eq.trans ?_ (sum_by_orbits G (fun ω => coefficient F (r ω)) σ))
  refine Finset.sum_congr rfl fun S _ => ?_
  -- `S` is the image of its representative under some `g`
  obtain ⟨g, hg⟩ : ∃ g : G, g • r (orbitOf G S) = S :=
    Quotient.exact (hr (orbitOf G S)).symm
  have h := (invariant_iff_coefficient G F).mp hF g (r (orbitOf G S))
  rw [hg] at h
  rw [h]

/-- Conversely, any choice of one number per cluster orbit gives an invariant function whose
cluster coefficients are these numbers. -/
theorem orbit_parameters_free (c : ClusterOrbit G X → ℝ) (F : Config X → ℝ)
    (hF : ∀ σ, F σ = ∑ ω : ClusterOrbit G X, (members ω).card * c ω * orbitAverage ω σ) :
    IsInvariant G F ∧ ∀ S : Finset X, coefficient F S = c (orbitOf G S) := by
  have hJ : ∀ S : Finset X, coefficient F S = c (orbitOf G S) :=
    coefficient_unique F (fun S => c (orbitOf G S))
      (fun σ => (hF σ).trans (sum_by_orbits G c σ).symm)
  refine ⟨(invariant_iff_coefficient G F).mpr fun g S => ?_, hJ⟩
  have horb : orbitOf G (g • S) = orbitOf G S := by
    unfold orbitOf
    exact Quotient.sound (MulAction.mem_orbit S g)
  rw [hJ, hJ, horb]

end ClusterExpansionSymmetry
```

```lean
#print axioms ClusterExpansionSymmetry.invariant_iff_coefficient
#print axioms ClusterExpansionSymmetry.invariant_orbit_expansion
#print axioms ClusterExpansionSymmetry.orbit_parameters_free
```

```
'ClusterExpansionSymmetry.invariant_iff_coefficient' depends on axioms: [propext, Classical.choice, Quot.sound]
'ClusterExpansionSymmetry.invariant_orbit_expansion' depends on axioms: [propext, Classical.choice, Quot.sound]
'ClusterExpansionSymmetry.orbit_parameters_free' depends on axioms: [propext, Classical.choice, Quot.sound]
```

## Spins, clusters and site permutations

The finite site set is `X`, with \(N=|X|\) sites. A configuration \(\sigma\) is a map from `X` to `ℤˣ`, the integers \(\pm1\). A cluster \(S\) is any subset of the sites, a `Finset X`, and its cluster function `clusterFn` is

\[
\varphi_S(\sigma)=\prod_{i\in S}\sigma_i ,\qquad \varphi_\emptyset=1 .
\]

The group `G` acts on the sites through `MulAction G X`. An element \(g\) carries each spin along with its site, so `moveSpins` is \((g\sigma)(x)=\sigma(g^{-1}x)\), and it sends a cluster to its image \(gS\), written `g • S`. `IsInvariant G F` says that \(F(g\sigma)=F(\sigma)\) for all \(g\) and \(\sigma\). `G` may be infinite, since only the permutations it induces matter.

The coefficient is fixed by projection,

\[
J_S=2^{-N}\sum_\sigma F(\sigma)\,\varphi_S(\sigma),
\]

an average with equal weight on every configuration, not a thermal average.

`invariant_iff_coefficient` states that \(F\) is invariant if and only if \(J_{gS}=J_S\) for all \(g\) and \(S\). For the orbit form, `ClusterOrbit G X` is the set of cluster orbits \(\omega\), `members ω` lists the clusters in \(\omega\), and `orbitAverage` is the mean \(\bar\varphi_\omega\) of their cluster functions. With \(m_\omega\) the number of clusters in \(\omega\), `invariant_orbit_expansion` states that an invariant \(F\) satisfies

\[
F(\sigma)=\sum_\omega m_\omega\,J_{r(\omega)}\,\bar\varphi_\omega(\sigma).
\]

Here `r` picks one cluster from each orbit, which is what `hr` requires, and any such choice will do. `orbit_parameters_free` gives the converse: if one number \(c_\omega\) per orbit is put in place of \(J_{r(\omega)}\), the resulting function is invariant and its coefficients are exactly those numbers.

## One interaction per orbit in a binary alloy

For a binary alloy on a fixed parent lattice, \(\sigma_i=+1\) can stand for an A atom on site \(i\) and \(-1\) for a B atom. `X` is then a finite periodic supercell, `G` the group of those lattice symmetries that preserve the periodicity of the supercell and so permute its sites, and \(F\) the energy of the whole cell. In this finite two-species setting, the full cluster expansion of an invariant energy is specified by one coefficient per cluster orbit, and these coefficients can be chosen independently.

Invariance of \(F\) is a hypothesis. It stands for the physical statement that two arrangements related by a lattice symmetry have the same energy. The symmetries act on sites only: they do not flip spins, and \(F\) is a scalar, not a vector or tensor property. The multiplicity \(m_\omega\) counts clusters in the whole cell, not per site. The expansion runs over all \(2^N\) clusters, and the theorems do not say how accurate a truncated expansion is, how to fit one to data, or what happens on an infinite lattice.

## Orthogonality and completeness give unique coefficients

Multiply two cluster functions and sum over configurations. The sum factorises over sites:

\[
\sum_\sigma\varphi_S(\sigma)\varphi_T(\sigma)=\prod_{i\in X}\;\sum_{s=\pm1}s^{[i\in S]+[i\in T]},
\]

where a bracket is 1 if its condition holds and 0 otherwise. A site in both clusters or in neither contributes 2; a site in only one contributes \(1-1=0\). The result is \(2^N\) if \(S=T\) and 0 otherwise. In `clusterFn_orthogonal`, `key` is the factorisation and `site` the single-site sum.

Summing over clusters instead, each site is either left out (factor 1) or included (factor \(\sigma_i\tau_i\)), so for configurations \(\sigma\) and \(\tau\)

\[
\sum_S\varphi_S(\sigma)\varphi_S(\tau)=\prod_{i\in X}(\sigma_i\tau_i+1)=2^N\delta_{\sigma\tau}.
\]

This is `clusterFn_complete`, where `Finset.prod_add` expands the product.

Completeness gives the expansion, `cluster_expansion`:

\[
\sum_S J_S\varphi_S(\sigma)=2^{-N}\sum_\tau F(\tau)\sum_S\varphi_S(\tau)\varphi_S(\sigma)=F(\sigma).
\]

Orthogonality gives uniqueness, `coefficient_unique`. If \(F=\sum_T K_T\varphi_T\) for some numbers \(K_T\), then

\[
J_S=2^{-N}\sum_T K_T\sum_\sigma\varphi_T(\sigma)\varphi_S(\sigma)=K_S .
\]

Both Lean proofs exchange the two sums with `Finset.sum_comm` and then insert the relation just proved.

## Moving the spins relabels the coefficients

A cluster moved together with the spins keeps its value:

\[
\varphi_{gS}(g\sigma)=\prod_{y\in gS}\sigma(g^{-1}y)=\prod_{x\in S}\sigma(x)=\varphi_S(\sigma).
\]

This is `move` inside `expansion_moveSpins`. Since \(S\mapsto gS\) is a bijection on clusters, the expansion at \(g\sigma\) can be relabelled, which `Equiv.sum_comp` does:

\[
F(g\sigma)=\sum_S J_{gS}\,\varphi_{gS}(g\sigma)=\sum_S J_{gS}\,\varphi_S(\sigma).
\]

If \(F\) is invariant, the left side is \(F(\sigma)\), so the numbers \(J_{gS}\) are also expansion coefficients of \(F\), and uniqueness gives \(J_{gS}=J_S\). Conversely, if \(J_{gS}=J_S\), the right side is the expansion of \(F(\sigma)\). These are the two branches of `invariant_iff_coefficient`.

## Collecting equal terms

Every cluster lies in exactly one orbit. If the coefficient depends only on the orbit, with value \(c_\omega\), then

\[
\sum_\omega\sum_{S\in\omega}c_\omega\varphi_S(\sigma)=\sum_\omega c_\omega\sum_{S\in\omega}\varphi_S(\sigma)=\sum_\omega m_\omega c_\omega\bar\varphi_\omega(\sigma).
\]

`sum_by_orbits` proves this: `Finset.sum_fiberwise` groups the clusters, and `hcard` records that \(m_\omega\neq0\), so the division in the average cancels.

For an invariant \(F\), each cluster is \(S=g\,r(\omega)\) for some \(g\), hence \(J_S=J_{r(\omega)}\), and the orbit expansion follows. For the converse, the grouping is read backwards: the orbit sum is a cluster expansion with coefficients \(c_\omega\), uniqueness identifies them with \(J_S\), and they agree on \(S\) and \(gS\) because both lie in the same orbit. The equivalence then makes \(F\) invariant.
